# Rotating nearest-neighbour spin-orbit hopping away in an open chain with one orbital per site

To find the levels of a non-interacting tight-binding chain with spin-orbit coupling, one can diagonalise a real tridiagonal $N\times N$ matrix in place of a complex $2N\times 2N$ one, and count every level twice. This reduction applies to an open chain with one orbital per site, spin-independent site energies and nearest-neighbour hoppings of the form given below. Each hopping matrix is replaced by a single positive or zero number, and a site-dependent spin rotation carries the eigenvectors back.

## The chain and its spin frames

Number the sites $0,\dots,N-1$ and let bond $j$ join sites $j$ and $j+1$. The Hamiltonian $H$ has diagonal blocks $\varepsilon_j\mathbf 1$ with $\varepsilon_j$ real. Its block from row $j$ to column $j+1$ is

$$T_j=\begin{pmatrix}a_j&b_j\\-\bar b_j&\bar a_j\end{pmatrix},$$

the reverse block is $T_j^\dagger$, and all other blocks vanish. With real $t$ and $\lambda_x,\lambda_y,\lambda_z$, the matrix $t\mathbf 1+i(\lambda_x\sigma_x+\lambda_y\sigma_y+\lambda_z\sigma_z)$ has this form, with $a=t+i\lambda_z$ and $b=\lambda_y+i\lambda_x$. Here the $\sigma$'s are the Pauli matrices, $t$ is ordinary hopping and the $\lambda$'s are spin-orbit hopping. It is the form that time-reversal symmetry imposes on the hopping of a spin-½ electron between two orbitals with real wavefunctions.

Let $r_j=\sqrt{|a_j|^2+|b_j|^2}$, and let $h$ be the spinless chain with site energies $\varepsilon_j$ and hoppings $r_j$. The claim is that $W^\dagger HW=h\otimes\mathbf 1$ for an explicit site-diagonal unitary $W$.

**One bond.** Direct multiplication gives

$$T_jT_j^\dagger=\begin{pmatrix}|a_j|^2+|b_j|^2&-a_jb_j+b_ja_j\\-\bar b_j\bar a_j+\bar a_j\bar b_j&|b_j|^2+|a_j|^2\end{pmatrix}=r_j^2\mathbf 1,$$

and $\det T_j=a_j\bar a_j+b_j\bar b_j=r_j^2$. If $r_j\neq0$, put $V_j=T_j/r_j$. It has the same form as $T_j$, with entries $a_j/r_j$ and $b_j/r_j$ whose squared moduli sum to one, so $V_jV_j^\dagger=\mathbf 1$ and $\det V_j=1$. If $r_j=0$, then $a_j=b_j=0$, and we put $V_j=\mathbf 1$. In both cases $T_j=r_jV_j$.

**Accumulated rotations.** Define $U_0=\mathbf 1$ and $U_{j+1}=V_j^\dagger U_j$. By induction,

$$U_{j+1}^\dagger U_{j+1}=U_j^\dagger V_jV_j^\dagger U_j=U_j^\dagger U_j=\mathbf 1,$$

and $\det U_{j+1}=\overline{\det V_j}\,\det U_j=1$. On each bond,

$$U_j^\dagger T_jU_{j+1}=r_j\,U_j^\dagger V_jV_j^\dagger U_j=r_j\mathbf 1.$$

The adjoint of this equation is $U_{j+1}^\dagger T_j^\dagger U_j=r_j\mathbf 1$, because $r_j$ is real.

**The whole chain.** Let $W$ have the diagonal blocks $U_j$. Then $W^\dagger W=\mathbf 1$, and the $(i,j)$ block of $W^\dagger HW$ is $U_i^\dagger H_{ij}U_j$. On the diagonal this is $\varepsilon_iU_i^\dagger U_i=\varepsilon_i\mathbf 1$; on neighbouring sites it is the hopping strength times $\mathbf 1$; elsewhere it is zero. These are the blocks of $h\otimes\mathbf 1$.

**Levels and eigenvectors.** Since $W^\dagger(E-H)W=(E-h)\otimes\mathbf 1$ and $\det W^\dagger\det W=1$,

$$\det(E-H)=\det\big((E-h)\otimes\mathbf 1\big)=\det(E-h)^2.$$

Every level of $H$ therefore has even algebraic multiplicity. If $h\varphi=E\varphi$ and $\chi$ is any spinor, then $WW^\dagger=\mathbf 1$ gives $HW=W(h\otimes\mathbf 1)$, and so

$$HW(\varphi\otimes\chi)=W(h\varphi\otimes\chi)=E\,W(\varphi\otimes\chi).$$

At site $j$ this vector is $\varphi_jU_j\chi$: the spinor $\chi$ is acted on by the rotation $U_j$, which can change the spin direction from site to site, while the site amplitudes $\varphi_j$ are those of the spinless problem. It is normalised when $\varphi$ and $\chi$ are.

## The chain as a matrix in Lean

```lean
import Mathlib

open Matrix
open scoped Kronecker ComplexConjugate

namespace SpinOrbitChain

noncomputable section
```

The hopping matrix takes two arbitrary complex numbers. Its special form is built into the definition; time reversal itself is not formalised.

```lean
/-- The spin-dependent hopping matrix with rows `(a, b)` and `(-conj b, conj a)`. -/
def spinHop (a b : ℂ) : Matrix (Fin 2) (Fin 2) ℂ :=
  !![a, b; -conj b, conj a]
```

The next two definitions are $r$ and $V$, including the choice $V=\mathbf 1$ on a broken bond.

```lean
/-- The hopping strength `sqrt (|a|² + |b|²)`. -/
def strength (a b : ℂ) : ℝ := Real.sqrt (‖a‖ ^ 2 + ‖b‖ ^ 2)

/-- The spin rotation of a bond: the hopping matrix divided by its strength,
or the identity when the strength vanishes. -/
def hopRotation (a b : ℂ) : Matrix (Fin 2) (Fin 2) ℂ :=
  if strength a b = 0 then 1 else spinHop (a / strength a b) (b / strength a b)
```

The frame `spinFrame a b n` is $U_n$. The parameters `a` and `b` are sequences on all natural numbers, which makes the recursion simple; a chain of $N$ sites uses only the entries belonging to its bonds.

```lean
/-- The spin frame at site `n`, accumulated from the bond rotations to its left. -/
def spinFrame (a b : ℕ → ℂ) : ℕ → Matrix (Fin 2) (Fin 2) ℂ
  | 0 => 1
  | n + 1 => (hopRotation (a n) (b n))ᴴ * spinFrame a b n
```

A basis state is a pair of a site and a spin index. The function `blocks` assembles a matrix on such pairs from its spin blocks, and `siteDiag` keeps only diagonal ones.

```lean
/-- The matrix on sites and spins assembled from 2 by 2 spin blocks. -/
def blocks {N : ℕ} (B : Fin N → Fin N → Matrix (Fin 2) (Fin 2) ℂ) :
    Matrix (Fin N × Fin 2) (Fin N × Fin 2) ℂ :=
  Matrix.of fun p q => B p.1 q.1 p.2 q.2

/-- The site-diagonal matrix that applies `U j` to the spin at site `j`. -/
def siteDiag {N : ℕ} (U : Fin N → Matrix (Fin 2) (Fin 2) ℂ) :
    Matrix (Fin N × Fin 2) (Fin N × Fin 2) ℂ :=
  blocks fun i j => if i = j then U i else 0
```

The Hamiltonian follows the convention used above: $T_i$ stands in row $i$, column $i+1$, and its adjoint in the transposed position. The on-site block is a real number times the identity: the identity excludes a Zeeman term or any other spin dependence on a site, and the real type of `ε` makes the block Hermitian. No bond connects the last site to the first. On a ring, the rotations around the loop need not multiply to the identity, and these frames would then leave a rotation on the closing bond.

```lean
/-- The spin block between sites `i` and `j` of the open spin-orbit chain. -/
def chainBlock {N : ℕ} (ε : Fin N → ℝ) (a b : ℕ → ℂ) (i j : Fin N) :
    Matrix (Fin 2) (Fin 2) ℂ :=
  if i = j then (ε i : ℂ) • 1
  else if (i : ℕ) + 1 = j then spinHop (a i) (b i)
  else if (j : ℕ) + 1 = i then (spinHop (a j) (b j))ᴴ
  else 0

/-- The Hamiltonian of the open spin-orbit chain; bond `j` joins sites `j` and `j + 1`. -/
def spinChain {N : ℕ} (ε : Fin N → ℝ) (a b : ℕ → ℂ) :
    Matrix (Fin N × Fin 2) (Fin N × Fin 2) ℂ :=
  blocks (chainBlock ε a b)
```

The spinless chain has real parameters but complex matrix entries, so that it can be compared with the spin-orbit chain directly.

```lean
/-- The spinless open chain with real site energies `ε` and real hoppings `t`. -/
def scalarChain {N : ℕ} (ε : Fin N → ℝ) (t : ℕ → ℝ) : Matrix (Fin N) (Fin N) ℂ :=
  Matrix.of fun i j =>
    if i = j then (ε i : ℂ)
    else if (i : ℕ) + 1 = j then (t i : ℂ)
    else if (j : ℕ) + 1 = i then (t j : ℂ)
    else 0
```

Finally, `frameChange` is $W$.

```lean
/-- The site-diagonal change of spin frame along the chain. -/
def frameChange (N : ℕ) (a b : ℕ → ℂ) : Matrix (Fin N × Fin 2) (Fin N × Fin 2) ℂ :=
  siteDiag fun j : Fin N => spinFrame a b j
```

The same chain could be modelled by giving each bond a real strength and an element of $SU(2)$ as its data. The factorisation $T=rV$ would then be part of the input and its proof would disappear, but a user with numerical hoppings $a,b$ would have to perform it before applying the theorem. The rotation on a broken bond would also become superfluous data.

## From one bond to an accumulated frame

The first lemma is the multiplication of $T$ by $T^\dagger$, together with the determinant. It is checked entry by entry, using $z\bar z=|z|^2$ for $a$ and $b$.

```lean
/-- A hopping matrix times its adjoint is `|a|² + |b|²` times the identity, and its
determinant is the same number. -/
theorem spinHop_norm (a b : ℂ) :
    spinHop a b * (spinHop a b)ᴴ = ((‖a‖ ^ 2 + ‖b‖ ^ 2 : ℝ) : ℂ) • 1 ∧
      (spinHop a b).det = ((‖a‖ ^ 2 + ‖b‖ ^ 2 : ℝ) : ℂ) := by
  have hz : ∀ z : ℂ, z * conj z = (‖z‖ : ℂ) ^ 2 := fun z => by
    rw [Complex.mul_conj, Complex.normSq_eq_norm_sq]; push_cast; rfl
  have ha := hz a
  have hb := hz b
  constructor
  · ext i j
    fin_cases i <;> fin_cases j <;>
      simp [spinHop, Matrix.mul_apply, Fin.sum_univ_two] <;>
      first
        | ring1
        | linear_combination ha + hb
  · rw [spinHop, Matrix.det_fin_two_of]
    push_cast
    linear_combination ha + hb
```

The factorisation splits on whether the strength vanishes. In the zero case, a sum of two squares equal to zero forces $a=b=0$. Otherwise `hn` states that the rescaled entries are normalised, and the previous lemma applied to them gives unitarity and unit determinant.

```lean
/-- Every hopping matrix is its strength times a unitary spin rotation of determinant one. -/
theorem spinHop_polar (a b : ℂ) :
    spinHop a b = (strength a b : ℂ) • hopRotation a b ∧
      hopRotation a b * (hopRotation a b)ᴴ = 1 ∧ (hopRotation a b).det = 1 := by
  have hsq : strength a b ^ 2 = ‖a‖ ^ 2 + ‖b‖ ^ 2 := Real.sq_sqrt (by positivity)
  have hr0 : 0 ≤ strength a b := Real.sqrt_nonneg _
  by_cases h : strength a b = 0
  · -- a vanishing strength means a vanishing hopping
    rw [h] at hsq
    have ha : a = 0 := norm_eq_zero.mp (by nlinarith [norm_nonneg a, sq_nonneg ‖b‖])
    have hb : b = 0 := norm_eq_zero.mp (by nlinarith [norm_nonneg b, sq_nonneg ‖a‖])
    refine ⟨?_, by simp [hopRotation, h], by simp [hopRotation, h]⟩
    rw [h, ha, hb]
    ext i j
    fin_cases i <;> fin_cases j <;> simp [spinHop]
  · have hc : (strength a b : ℂ) ≠ 0 := Complex.ofReal_ne_zero.mpr h
    have hcancel : ∀ z : ℂ, (strength a b : ℂ) * (z / strength a b) = z := fun z => by
      field_simp
    have hn : ‖a / (strength a b : ℂ)‖ ^ 2 + ‖b / (strength a b : ℂ)‖ ^ 2 = 1 := by
      rw [norm_div, norm_div, Complex.norm_real, Real.norm_of_nonneg hr0, div_pow, div_pow,
        ← add_div, ← hsq, div_self (pow_ne_zero 2 h)]
    obtain ⟨h1, h2⟩ := spinHop_norm (a / strength a b) (b / strength a b)
    rw [hn] at h1 h2
    have hV : hopRotation a b = spinHop (a / strength a b) (b / strength a b) := if_neg h
    rw [hV]
    refine ⟨?_, by simpa using h1, by simpa using h2⟩
    ext i j
    fin_cases i <;> fin_cases j <;>
      simp [spinHop, hcancel, map_div₀, Complex.conj_ofReal]
```

The induction for $U_n$ regroups the product so that $V_nV_n^\dagger$ stands in the middle and cancels. The determinant statement identifies the frames as spin rotations; the later proofs need only unitarity.

```lean
/-- Every accumulated spin frame is unitary with determinant one. -/
theorem spinFrame_special_unitary (a b : ℕ → ℂ) (n : ℕ) :
    (spinFrame a b n)ᴴ * spinFrame a b n = 1 ∧ (spinFrame a b n).det = 1 := by
  induction n with
  | zero => simp [spinFrame]
  | succ n ih =>
    obtain ⟨-, hV, hd⟩ := spinHop_polar (a n) (b n)
    constructor
    · rw [spinFrame, conjTranspose_mul, conjTranspose_conjTranspose, mul_assoc,
        ← mul_assoc (hopRotation (a n) (b n)), hV, one_mul, ih.1]
    · rw [spinFrame, det_mul, det_conjTranspose, hd, ih.2, star_one, one_mul]
```

The same cancellation turns a hopping into its strength times the identity.

```lean
/-- Seen from the spin frames at its two ends, a hopping is its strength times the identity. -/
theorem hop_in_frame (a b : ℕ → ℂ) (n : ℕ) :
    (spinFrame a b n)ᴴ * spinHop (a n) (b n) * spinFrame a b (n + 1)
      = (strength (a n) (b n) : ℂ) • 1 := by
  obtain ⟨hT, hV, -⟩ := spinHop_polar (a n) (b n)
  rw [hT, spinFrame, Matrix.mul_smul, Matrix.smul_mul, mul_assoc,
    ← mul_assoc (hopRotation (a n) (b n)), hV, one_mul, (spinFrame_special_unitary a b n).1]
```

## Conjugating the full Hamiltonian

Two lemmas express multiplication by a site-diagonal matrix in terms of blocks. In the sum over intermediate sites, `Finset.sum_eq_single` retains the only term that can be nonzero.

```lean
/-- The adjoint of a site-diagonal matrix multiplies each spin block from the left. -/
theorem siteDiag_left {N : ℕ} (U : Fin N → Matrix (Fin 2) (Fin 2) ℂ)
    (B : Fin N → Fin N → Matrix (Fin 2) (Fin 2) ℂ) :
    (siteDiag U)ᴴ * blocks B = blocks fun i j => (U i)ᴴ * B i j := by
  ext ⟨i, s⟩ ⟨j, t⟩
  rw [Matrix.mul_apply, Fintype.sum_prod_type, Finset.sum_eq_single i]
  · simp [siteDiag, blocks, Matrix.mul_apply]
  · intro k _ hk
    simp [siteDiag, blocks, hk]
  · simp

/-- A site-diagonal matrix multiplies each spin block from the right. -/
theorem siteDiag_right {N : ℕ} (U : Fin N → Matrix (Fin 2) (Fin 2) ℂ)
    (B : Fin N → Fin N → Matrix (Fin 2) (Fin 2) ℂ) :
    blocks B * siteDiag U = blocks fun i j => B i j * U j := by
  ext ⟨i, s⟩ ⟨j, t⟩
  rw [Matrix.mul_apply, Fintype.sum_prod_type, Finset.sum_eq_single j]
  · simp [siteDiag, blocks, Matrix.mul_apply]
  · intro k _ hk
    simp [siteDiag, blocks, hk]
  · simp
```

The main theorem states both that $W$ is unitary and that $W^\dagger HW=h\otimes\mathbf 1$, for every $N$, all real site energies and all complex $a_j,b_j$. The symbol `⊗ₖ` is the Kronecker product, with the site factor first. The statement `key` is the block identity, and `split_ifs` produces the four cases of the derivation: same site, forward bond, reverse bond, and no bond. The reverse bond is obtained by taking the adjoint of `hop_in_frame`.

```lean
/-- The site-diagonal frame change is unitary and turns the spin-orbit chain into the
spinless chain with hoppings `sqrt (|a_j|² + |b_j|²)`, tensored with the spin identity. -/
theorem spinChain_gauged {N : ℕ} (ε : Fin N → ℝ) (a b : ℕ → ℂ) :
    (frameChange N a b)ᴴ * frameChange N a b = 1 ∧
      (frameChange N a b)ᴴ * spinChain ε a b * frameChange N a b
        = scalarChain ε (fun j => strength (a j) (b j)) ⊗ₖ (1 : Matrix (Fin 2) (Fin 2) ℂ) := by
  have hU := fun n => (spinFrame_special_unitary a b n).1
  constructor
  · have h := siteDiag_left (fun j : Fin N => spinFrame a b j)
      (fun i j => if i = j then spinFrame a b i else 0)
    change (frameChange N a b)ᴴ * frameChange N a b = _ at h
    rw [h]
    ext ⟨i, s⟩ ⟨j, t⟩
    by_cases hij : i = j
    · subst hij
      have h2 := congrFun (congrFun (hU i) s) t
      simpa [blocks, Matrix.one_apply] using h2
    · simp [blocks, hij]
  · -- compare the two sides block by block
    have key : ∀ i j : Fin N, (spinFrame a b i)ᴴ * chainBlock ε a b i j * spinFrame a b j
        = scalarChain ε (fun j => strength (a j) (b j)) i j • 1 := by
      intro i j
      simp only [chainBlock, scalarChain, Matrix.of_apply]
      split_ifs with h1 h2 h3
      · subst h1
        rw [Matrix.mul_smul, Matrix.smul_mul, mul_one, hU]
      · rw [← h2, hop_in_frame]
      · have h := congrArg conjTranspose (hop_in_frame a b j)
        rw [← h3]
        simpa [conjTranspose_mul, conjTranspose_smul, mul_assoc] using h
      · simp
    rw [spinChain, frameChange, siteDiag_left, siteDiag_right]
    ext ⟨i, s⟩ ⟨j, t⟩
    change ((spinFrame a b i)ᴴ * chainBlock ε a b i j * spinFrame a b j) s t = _
    rw [key]
    rfl
```

## Doubled levels and spinor eigenvectors

The determinant identity holds for every complex $E$. In the proof, `hk` conjugates $E-H$, `det_kronecker` supplies the square, and `hd` removes the two determinants of the frame change.

```lean
/-- The secular determinant of the spin-orbit chain is the square of that of the
spinless chain. -/
theorem secular_det_sq {N : ℕ} (ε : Fin N → ℝ) (a b : ℕ → ℂ) (E : ℂ) :
    (E • 1 - spinChain ε a b).det
      = (E • 1 - scalarChain ε (fun j => strength (a j) (b j))).det ^ 2 := by
  obtain ⟨hW, hH⟩ := spinChain_gauged ε a b
  have hd : (frameChange N a b)ᴴ.det * (frameChange N a b).det = 1 := by
    rw [← det_mul, hW, det_one]
  have hk : (frameChange N a b)ᴴ * (E • 1 - spinChain ε a b) * frameChange N a b
      = (E • 1 - scalarChain ε (fun j => strength (a j) (b j)))
        ⊗ₖ (1 : Matrix (Fin 2) (Fin 2) ℂ) := by
    rw [mul_sub, sub_mul, hH, Matrix.mul_smul, Matrix.smul_mul, mul_one, hW]
    ext ⟨i, s⟩ ⟨j, t⟩
    by_cases hij : i = j <;> by_cases hst : s = t <;>
      simp [hij, hst]
  have h := congrArg det hk
  rw [det_mul, det_mul, det_kronecker] at h
  simp only [Fintype.card_fin, det_one, one_pow, mul_one] at h
  rw [← h]
  linear_combination (-(E • 1 - spinChain ε a b).det) * hd
```

The last theorem takes the eigenvalue equation of $h$ as its hypothesis and returns that of $H$. It does not require $\varphi$ or $\chi$ to be nonzero; when both are, the resulting vector is nonzero because $W$ is invertible. The equation `hHW` is $HW=W(h\otimes\mathbf 1)$, and `hprod` is the action of $h\otimes\mathbf 1$ on the product vector.

```lean
/-- An eigenvector `φ` of the spinless chain, combined with any spinor `χ` and rotated by the
frame change, solves the eigenvalue equation of the spin-orbit chain at the same energy. -/
theorem eigenvector_with_spinor {N : ℕ} (ε : Fin N → ℝ) (a b : ℕ → ℂ) (E : ℂ)
    (φ : Fin N → ℂ) (χ : Fin 2 → ℂ)
    (hφ : scalarChain ε (fun j => strength (a j) (b j)) *ᵥ φ = E • φ) :
    spinChain ε a b *ᵥ (frameChange N a b *ᵥ fun p => φ p.1 * χ p.2)
      = E • (frameChange N a b *ᵥ fun p => φ p.1 * χ p.2) := by
  obtain ⟨hW, hH⟩ := spinChain_gauged ε a b
  have hW' := mul_eq_one_comm.mp hW
  -- move the frame change through the Hamiltonian
  have hHW : spinChain ε a b * frameChange N a b = frameChange N a b *
      (scalarChain ε (fun j => strength (a j) (b j)) ⊗ₖ (1 : Matrix (Fin 2) (Fin 2) ℂ)) := by
    rw [← hH, ← mul_assoc, ← mul_assoc, hW', one_mul]
  have hprod : (scalarChain ε (fun j => strength (a j) (b j))
      ⊗ₖ (1 : Matrix (Fin 2) (Fin 2) ℂ)) *ᵥ (fun p => φ p.1 * χ p.2)
      = E • fun p : Fin N × Fin 2 => φ p.1 * χ p.2 := by
    funext ⟨i, s⟩
    have h1 := congrFun hφ i
    simp only [Matrix.mulVec, dotProduct, Pi.smul_apply, smul_eq_mul] at h1 ⊢
    rw [← mul_assoc, ← h1, Fintype.sum_prod_type, Finset.sum_mul]
    refine Finset.sum_congr rfl fun k _ => ?_
    simp [Matrix.one_apply, mul_assoc]
  rw [Matrix.mulVec_mulVec, hHW, ← Matrix.mulVec_mulVec, hprod, Matrix.mulVec_smul]

end

end SpinOrbitChain
```

```lean
#print axioms SpinOrbitChain.spinChain_gauged
#print axioms SpinOrbitChain.secular_det_sq
#print axioms SpinOrbitChain.eigenvector_with_spinor
```

```
'SpinOrbitChain.spinChain_gauged' depends on axioms: [propext, Classical.choice, Quot.sound]
'SpinOrbitChain.secular_det_sq' depends on axioms: [propext, Classical.choice, Quot.sound]
'SpinOrbitChain.eigenvector_with_spinor' depends on axioms: [propext, Classical.choice, Quot.sound]
```
